# A permutation-sum formula for the recursive hafnian of a symmetric contraction

Fields are modelled as entries of a list, and a contraction as a function \(c\) that assigns to two labels an element of a commutative ring. There are no operators or states here: the Wick expansion is the definition of the hafnian, and Wick's theorem itself is not derived. In Lean the labels have an arbitrary type `α` and the values lie in `R`. Labels may repeat, because fields are removed by position.

```lean
import Mathlib

open Finset

namespace HafnianPermutationSum

variable {α R : Type*} [CommRing R]
```

The hafnian \(\mathrm{haf}(L)\) of the empty list is 1. Otherwise the first field is contracted with each later one, both are deleted, and the products of contraction and remaining hafnian are added. A single field therefore has hafnian 0.

```lean
/-- The recursive hafnian (Wick expansion): the first field is contracted with each later
field in turn, and both are removed from the list. -/
def haf (c : α → α → R) : List α → R
  | [] => 1
  | x :: L => ∑ j : Fin L.length, c x (L.get j) * haf c (L.eraseIdx j)
termination_by L => L.length
decreasing_by exact Nat.lt_succ_of_le (List.eraseIdx_sublist _ _).length_le
```

Write \(\sum_{(y,M)\leftarrow L}F(y,M)\) for the sum over all positions of \(L\), where \(y\) is the field removed and \(M\) the list left over. This is `pickSum`.

```lean
/-- The sum of `F y M` over all ways of extracting one field `y` from a list, `M` being the
list of the remaining fields. -/
def pickSum (F : α → List α → R) (L : List α) : R :=
  ∑ j : Fin L.length, F (L.get j) (L.eraseIdx j)
```

For \(2n\) fields \(w_0,\dots,w_{2n-1}\), let \(W_n(w)=\prod_{i<n}c(w_{2i},w_{2i+1})\). In the definition of `pairWeight`, the terms `by omega` only prove that these positions are in range.

```lean
/-- The product of the contractions of the consecutive pairs (0,1), (2,3), ... of `2n` fields. -/
def pairWeight (c : α → α → R) (n : ℕ) (w : Fin (2 * n) → α) : R :=
  ∏ i : Fin n, c (w ⟨2 * i, by omega⟩) (w ⟨2 * i + 1, by omega⟩)
```

Let \(T_n(v)=\sum_\sigma W_n(v\circ\sigma)\), with \(\sigma\) running over all permutations of the \(2n\) positions.

```lean
/-- The sum of the consecutive-pair weights over all permutations of `2n` fields. -/
def orderedSum (c : α → α → R) (n : ℕ) (v : Fin (2 * n) → α) : R :=
  ∑ σ : Equiv.Perm (Fin (2 * n)), pairWeight c n (fun k => v (σ k))
```

We write \(a::L\) for \(L\) with \(a\) put in front, and \(|L|\) for its length.

## (a) Splitting off the first field

Separate the extraction of \(a\) from the others:
\[\sum_{(y,M)\leftarrow a::L}F(y,M)=F(a,L)+\sum_{(y,M)\leftarrow L}F(y,a::M).\]

Position 0 removes \(a\) and leaves \(L\). Any later position removes a field of \(L\) and leaves \(a\) in front of the rest.

```lean
/-- Extracting a field from `a :: L` means taking `a` itself or a field of `L`. -/
theorem pickSum_cons (F : α → List α → R) (a : α) (L : List α) :
    pickSum F (a :: L) = F a L + pickSum (fun y M => F y (a :: M)) L :=
  Fin.sum_univ_succ (n := L.length) _
```

## (b) Comparing sums term by term

Suppose \(F(y,M)=G(y,M)\) whenever \(|M|+1=|L|\). Show that
\[\sum_{(y,M)\leftarrow L}F(y,M)=\sum_{(y,M)\leftarrow L}G(y,M).\]

Every remainder is one field shorter than \(L\), so the terms agree.

```lean
/-- Extraction sums agree if their terms agree on remainders that are one field shorter. -/
theorem pickSum_congr {F G : α → List α → R} {L : List α}
    (h : ∀ y M, M.length + 1 = L.length → F y M = G y M) : pickSum F L = pickSum G L := by
  refine Finset.sum_congr rfl fun j _ => h _ _ ?_
  have hj := j.isLt
  rw [List.length_eraseIdx]
  split <;> omega
```

## (c) Interchanging two extractions

Show that
\[\sum_{(x,M)\leftarrow L}\sum_{(y,N)\leftarrow M}F(x,y,N)=\sum_{(x,M)\leftarrow L}\sum_{(y,N)\leftarrow M}F(y,x,N).\]

Use induction on \(L\); for the empty list both sides are 0. For \(a::L\), part (a) turns the left side into
\[\sum_{(y,N)\leftarrow L}F(a,y,N)+\sum_{(x,M)\leftarrow L}F(x,a,M)+\sum_{(x,M)\leftarrow L}\sum_{(y,N)\leftarrow M}F(x,y,a::N).\]
Exchanging the arguments of \(F\) swaps the first two sums. The third is unchanged by the induction hypothesis, `h` in the code.

```lean
/-- The order in which two fields are extracted from a list may be interchanged. -/
theorem pickSum_comm (F : α → α → List α → R) (L : List α) :
    pickSum (fun x M => pickSum (F x) M) L =
      pickSum (fun x M => pickSum (fun y => F y x) M) L := by
  have add : ∀ (F G : α → List α → R) (L : List α),
      pickSum (fun y M => F y M + G y M) L = pickSum F L + pickSum G L :=
    fun _ _ _ => Finset.sum_add_distrib
  induction L generalizing F with
  | nil => exact (Fin.sum_univ_zero _).trans (Fin.sum_univ_zero _).symm
  | cons a L ih =>
    have h := ih (fun x y N => F x y (a :: N))
    simp only [pickSum_cons, add]
    linear_combination h
```

## (d) The hafnian as an extraction sum

Rewrite the recursion as
\[\mathrm{haf}(x::L)=\sum_{(y,M)\leftarrow L}c(x,y)\,\mathrm{haf}(M).\]

This is the definition, with \(y\) the partner of \(x\).

```lean
/-- The hafnian of a non-empty list is an extraction sum over the partners of its first field. -/
theorem haf_cons (c : α → α → R) (x : α) (L : List α) :
    haf c (x :: L) = pickSum (fun y M => c x y * haf c M) L := by
  rw [haf]
  rfl
```

## (e) Moving each field to the front

For symmetric \(c\), show that
\[\sum_{(x,M)\leftarrow L}\mathrm{haf}(x::M)=|L|\,\mathrm{haf}(L).\]

Use strong induction on the length; the empty list gives 0 on both sides. For \(a::L\), the field \(a\) itself contributes \(\mathrm{haf}(a::L)\). For the others, (d) and (a) give (`h0`)
\[\mathrm{haf}(x::a::M)=c(x,a)\,\mathrm{haf}(M)+\sum_{(y,N)\leftarrow M}c(x,y)\,\mathrm{haf}(a::N).\]
Since \(c(x,a)=c(a,x)\), the first terms add up to \(\mathrm{haf}(a::L)\) (`h1`). In the second, expand \(\mathrm{haf}(a::N)\) over the partner \(z\) of \(a\), and use (c) twice to extract \(z\) first (`h2`):
\[\sum_{(z,M)\leftarrow L}c(a,z)\sum_{(x,K)\leftarrow M}\mathrm{haf}(x::K).\]
By induction the inner sum is \(|M|\,\mathrm{haf}(M)\) with \(|M|=|L|-1\), so the total is \((|L|-1)\,\mathrm{haf}(a::L)\) (`h3`). Altogether the factor is \(1+1+(|L|-1)=|L|+1\).

```lean
/-- For a symmetric contraction, moving each field in turn to the front and adding the
hafnians gives the number of fields times the hafnian. -/
theorem pickSum_haf {c : α → α → R} (hc : ∀ x y, c x y = c y x) (L : List α) :
    pickSum (fun x M => haf c (x :: M)) L = (L.length : R) * haf c L := by
  have add : ∀ (F G : α → List α → R) (L : List α),
      pickSum (fun y M => F y M + G y M) L = pickSum F L + pickSum G L :=
    fun _ _ _ => Finset.sum_add_distrib
  have mul : ∀ (r : R) (F : α → List α → R) (L : List α),
      r * pickSum F L = pickSum (fun y M => r * F y M) L :=
    fun _ _ _ => Finset.mul_sum _ _ _
  suffices H : ∀ n : ℕ, ∀ L : List α, L.length = n →
      pickSum (fun x M => haf c (x :: M)) L = (L.length : R) * haf c L from H _ L rfl
  intro n
  induction n using Nat.strong_induction_on with
  | _ n ih =>
    intro L hL
    cases L with
    | nil => exact (Fin.sum_univ_zero _).trans (by simp)
    | cons a L =>
      simp only [List.length_cons] at hL
      -- the field x in front of a is contracted either with a or with a later field y
      have h0 : pickSum (fun x M => haf c (x :: a :: M)) L =
          pickSum (fun x M => c x a * haf c M) L +
          pickSum (fun x M => pickSum (fun y N => c x y * haf c (a :: N)) M) L := by
        rw [← add]
        exact pickSum_congr fun x M _ => by rw [haf_cons, pickSum_cons]
      have h1 : pickSum (fun x M => c x a * haf c M) L = haf c (a :: L) := by
        rw [haf_cons]
        exact pickSum_congr fun x M _ => by rw [hc x a]
      -- extract the partner z of a first, then the pair x, y
      have h2 : pickSum (fun x M => pickSum (fun y N => c x y * haf c (a :: N)) M) L =
          pickSum (fun z M => c a z * pickSum (fun x K => haf c (x :: K)) M) L := by
        simp only [haf_cons, mul]
        refine (pickSum_congr fun x M _ =>
          pickSum_comm (fun y z K => c x y * (c a z * haf c K)) M).trans ?_
        refine (pickSum_comm (fun x z N =>
          pickSum (fun y K => c x y * (c a z * haf c K)) N) L).trans ?_
        exact pickSum_congr fun z M _ => pickSum_congr fun x N _ =>
          pickSum_congr fun y K _ => mul_left_comm _ _ _
      have h3 : pickSum (fun z M => c a z * pickSum (fun x K => haf c (x :: K)) M) L =
          ((L.length : R) - 1) * haf c (a :: L) := by
        rw [haf_cons, mul]
        refine pickSum_congr fun z M hM => ?_
        have hl : (L.length : R) = (M.length : R) + 1 := by
          rw [← hM, Nat.cast_add, Nat.cast_one]
        rw [ih M.length (by omega) M rfl, hl]
        ring
      rw [pickSum_cons, List.length_cons]
      push_cast
      linear_combination h0 + h1 + h2 + h3
```

## (f) Extraction by position

Let \(s_p(k)=k\) for \(k<p\) and \(k+1\) otherwise; this is `succAbove`, which lists the positions other than \(p\). For fields \(v_0,\dots,v_m\), show that
\[\sum_{(y,M)\leftarrow[v_0,\dots,v_m]}F(y,M)=\sum_{p=0}^{m}F\bigl(v_p,[v_{s_p(k)}]_{k<m}\bigr).\]

Use induction on \(m\). For \(m=0\) both sides are \(F(v_0,[\,])\). Otherwise (a) gives the term \(p=0\), and removing position \(j\) of the tail gives \(p=j+1\), because \(s_{j+1}(0)=0\) and \(s_{j+1}(k+1)=s_j(k)+1\).

```lean
/-- For fields labelled by positions, an extraction sum is a sum over the removed position. -/
theorem pickSum_ofFn {m : ℕ} (F : α → List α → R) (v : Fin (m + 1) → α) :
    pickSum F (List.ofFn v) = ∑ j, F (v j) (List.ofFn fun k => v (j.succAbove k)) := by
  induction m generalizing F with
  | zero =>
    have nil : ∀ G : α → List α → R, pickSum G [] = 0 := fun _ => Fin.sum_univ_zero _
    simp [List.ofFn_succ, pickSum_cons, nil]
  | succ m ih =>
    rw [List.ofFn_succ, pickSum_cons, ih, Fin.sum_univ_succ (n := m + 1)]
    simp only [Fin.zero_succAbove]
    refine congrArg₂ (fun a b : R => a + b) rfl (Finset.sum_congr rfl fun j _ => ?_)
    have e : List.ofFn (fun k => v (j.succ.succAbove k)) =
        v 0 :: List.ofFn (fun k => v (j.succAbove k).succ) := by
      simp [List.ofFn_succ]
    exact (congrArg (F (v j.succ)) e).symm
```

## (g) Choosing the first value of a permutation

With \(\sigma\) permuting \(m+1\) positions and \(\tau\) permuting \(m\), show that
\[\sum_\sigma G(v\circ\sigma)=\sum_{p=0}^{m}\sum_\tau G\bigl(v_p,v_{s_p(\tau(0))},\dots,v_{s_p(\tau(m-1))}\bigr).\]

Send \((p,\tau)\) to the permutation with \(\sigma(0)=p\) and \(\sigma(k+1)=s_p(\tau(k))\). Then \(\sigma(0)\) determines \(p\), and injectivity of \(s_p\) determines \(\tau\). Both sets have \((m+1)!\) elements, so this injective map, `e` in the code, is a bijection.

```lean
/-- A sum over all orderings of `m + 1` fields splits into the choice of the first field and
an ordering of the others. -/
theorem sum_perm_succ {m : ℕ} (G : (Fin (m + 1) → α) → R) (v : Fin (m + 1) → α) :
    ∑ σ : Equiv.Perm (Fin (m + 1)), G (fun k => v (σ k)) =
      ∑ p, ∑ τ : Equiv.Perm (Fin m),
        G (Fin.cons (v p) (fun k => v (p.succAbove (τ k))) : Fin (m + 1) → α) := by
  let e : Fin (m + 1) × Equiv.Perm (Fin m) → Equiv.Perm (Fin (m + 1)) := fun x =>
    (finSuccEquiv m).trans ((Equiv.optionCongr x.2).trans (finSuccEquiv' x.1).symm)
  have e0 : ∀ x, e x 0 = x.1 := fun x => by simp [e]
  have es : ∀ x k, e x (Fin.succ k) = x.1.succAbove (x.2 k) := fun x k => by simp [e]
  have inj : Function.Injective e := by
    rintro ⟨p, τ⟩ ⟨q, ρ⟩ h
    have hp : p = q := by
      have h' := Equiv.congr_fun h 0
      rw [e0, e0] at h'
      exact h'
    subst hp
    have ht : τ = ρ := Equiv.ext fun k => by
      have h' := Equiv.congr_fun h k.succ
      rw [es, es] at h'
      exact Fin.succAbove_right_injective h'
    rw [ht]
  have hb : Function.Bijective e := (Fintype.bijective_iff_injective_and_card e).2
    ⟨inj, by simp [Fintype.card_perm, Nat.factorial_succ]⟩
  refine (hb.sum_comp (fun σ => G fun k => v (σ k))).symm.trans ?_
  rw [Fintype.sum_prod_type]
  refine Finset.sum_congr rfl fun p _ => Finset.sum_congr rfl fun τ _ => ?_
  refine congrArg G (funext fun k => ?_)
  refine Fin.cases ?_ (fun i => ?_) k
  · rw [e0, Fin.cons_zero]
  · rw [es, Fin.cons_succ]
```

## (h) The formula for arbitrary labels

For symmetric \(c\) and any \(v=(v_0,\dots,v_{2n-1})\), show that
\[2^n n!\,\mathrm{haf}(v)=T_n(v).\]

For \(n=0\) both sides are 1. For \(n+1\), apply (g) twice (`split`):
\[T_{n+1}(v)=\sum_{p=0}^{2n+1}\sum_{q=0}^{2n}c(v_p,v_{s_p(q)})\,T_n(v^{pq}),\qquad v^{pq}_k=v_{s_p(s_q(k))}.\]
Replace \(T_n(v^{pq})\) by \(2^n n!\,\mathrm{haf}(v^{pq})\). By (d) and (f), the sum over \(q\) is the hafnian with \(v_p\) moved to the front; by (e) and (f), the sum over \(p\) then gives \((2n+2)\,\mathrm{haf}(v)\). Finally \(2^n n!\,(2n+2)=2^{n+1}(n+1)!\).

```lean
/-- For a symmetric contraction and any `2n` fields, `2^n n!` times the recursive hafnian is
the sum of the consecutive-pair weights over all permutations of the fields. -/
theorem haf_eq_orderedSum {c : α → α → R} (hc : ∀ x y, c x y = c y x) (n : ℕ)
    (v : Fin (2 * n) → α) :
    (2 : R) ^ n * (Nat.factorial n : R) * haf c (List.ofFn v) = orderedSum c n v := by
  induction n with
  | zero =>
    have h : List.ofFn v = [] := List.eq_nil_of_length_eq_zero (by simp)
    rw [h, haf]
    simp [orderedSum, pairWeight]
  | succ n ih =>
    -- split off the first pair of positions from the sum over permutations
    have split : ∀ v : Fin (2 * n + 1 + 1) → α, orderedSum c (n + 1) v =
        ∑ p, ∑ q, c (v p) (v (p.succAbove q)) *
          orderedSum c n (fun k => v (p.succAbove (q.succAbove k))) := by
      intro v
      have pw : ∀ w : Fin (2 * n + 1 + 1) → α, pairWeight c (n + 1) w =
          c (w 0) (w (Fin.succ 0)) * pairWeight c n (fun k => w k.succ.succ) := by
        intro w
        unfold pairWeight
        rw [Fin.prod_univ_succ]
        rfl
      refine (sum_perm_succ (m := 2 * n + 1) (fun w => pairWeight c (n + 1) w) v).trans ?_
      refine Finset.sum_congr rfl fun p _ => ?_
      refine (sum_perm_succ (m := 2 * n) (fun w => pairWeight c (n + 1)
        (Fin.cons (v p) w : Fin (2 * n + 1 + 1) → α)) (fun k => v (p.succAbove k))).trans ?_
      refine Finset.sum_congr rfl fun q _ => ?_
      unfold orderedSum
      rw [Finset.mul_sum]
      exact Finset.sum_congr rfl fun τ _ => pw _
    have step : ∀ v : Fin (2 * n + 1 + 1) → α,
        (2 : R) ^ (n + 1) * (Nat.factorial (n + 1) : R) * haf c (List.ofFn v) =
          orderedSum c (n + 1) v := by
      intro v
      -- each of the 2n+2 fields may stand first
      have e := pickSum_haf hc (List.ofFn v)
      simp only [pickSum_ofFn, haf_cons, List.length_ofFn] at e
      have h1 : (2 : R) ^ (n + 1) * (Nat.factorial (n + 1) : R) * haf c (List.ofFn v) =
          2 ^ n * (Nat.factorial n : R) *
            (((2 * n + 1 + 1 : ℕ) : R) * haf c (List.ofFn v)) := by
        rw [Nat.factorial_succ]
        push_cast
        ring
      rw [h1, ← e, split, Finset.mul_sum]
      refine Finset.sum_congr rfl fun p _ => ?_
      rw [Finset.mul_sum]
      refine Finset.sum_congr rfl fun q _ => ?_
      rw [← ih]
      ring
    exact step v
```

## (i) The list 0, 1, …, 2n−1

For symmetric \(c\) on these labels, show that
\[2^n n!\,\mathrm{haf}(0,\dots,2n-1)=\sum_\sigma\prod_{i<n}c(\sigma(2i),\sigma(2i+1)).\]

Take \(v_k=k\) in (h). In Lean the list is `List.finRange (2 * n)`, \(\sigma\) has type `Equiv.Perm (Fin (2 * n))`, and `hc` is the symmetry hypothesis. The prefactor is an element of `R` and is not divided out, since it need not be invertible there.

For \(n=2\), let \(c(0,1)=1\), \(c(2,3)=2\), \(c(0,2)=3\), \(c(1,3)=4\), \(c(0,3)=5\), \(c(1,2)=6\). The hafnian is \(1\cdot2+3\cdot4+5\cdot6=44\). Each pairing comes from 8 of the 24 permutations (two orders of the pairs, two orders within each), so the right side is \(8\cdot44=352=2^2\,2!\cdot44\).

For jointly Gaussian variables of zero mean, or time-ordered free bosonic fields in the vacuum, where the contraction is symmetric, \(2^n n!\) is the overcounting factor when a \(2n\)-point function is summed over permutations instead of pairings. Fermionic signs are not covered.

```lean
/-- For a symmetric contraction on the labels `0, ..., 2n-1`, `2^n n!` times the recursive
hafnian equals the sum over all permutations `σ` of the product of `c (σ(2i)) (σ(2i+1))`. -/
theorem haf_finRange_eq_sum_perm (n : ℕ) (c : Fin (2 * n) → Fin (2 * n) → R)
    (hc : ∀ x y, c x y = c y x) :
    (2 : R) ^ n * (Nat.factorial n : R) * haf c (List.finRange (2 * n)) =
      ∑ σ : Equiv.Perm (Fin (2 * n)), ∏ i : Fin n,
        c (σ ⟨2 * i, by omega⟩) (σ ⟨2 * i + 1, by omega⟩) :=
  haf_eq_orderedSum hc n (fun i => i)
```

## (j) Symmetry for two fields

For arbitrary \(c\), show that
\[2\,\mathrm{haf}(x,y)=T_1(x,y)\iff c(x,y)=c(y,x).\]

Here \(\mathrm{haf}(x,y)=c(x,y)\), and the two permutations give \(T_1(x,y)=c(x,y)+c(y,x)\). Subtracting \(c(x,y)\) from both sides of the formula leaves the symmetry condition. Vacuum contractions without time ordering can violate it: \(\langle aa^\dagger\rangle=1\) but \(\langle a^\dagger a\rangle=0\) for a bosonic mode \(a\).

```lean
/-- For two fields `x`, `y` and an arbitrary contraction, the permutation formula holds exactly
when `c x y = c y x`. -/
theorem two_fields_iff_symm (c : α → α → R) (x y : α) :
    2 * haf c [x, y] = orderedSum c 1 ![x, y] ↔ c x y = c y x := by
  have nil : ∀ G : α → List α → R, pickSum G [] = 0 := fun _ => Fin.sum_univ_zero _
  have h1 : haf c [x, y] = c x y := by
    rw [haf_cons, pickSum_cons, nil, haf]
    ring
  have hu : (Finset.univ : Finset (Equiv.Perm (Fin 2))) = {1, Equiv.swap 0 1} := by decide
  have h2 : orderedSum c 1 ![x, y] = c x y + c y x := by
    change ∑ σ : Equiv.Perm (Fin 2), pairWeight c 1 (fun k => ![x, y] (σ k)) = _
    rw [hu, Finset.sum_pair (by decide)]
    simp only [pairWeight, Fin.prod_univ_one]
    rfl
  rw [h1, h2]
  constructor
  · intro h
    linear_combination h
  · intro h
    linear_combination h

end HafnianPermutationSum
```

```lean
#print axioms HafnianPermutationSum.haf_finRange_eq_sum_perm
#print axioms HafnianPermutationSum.two_fields_iff_symm
```

```
'HafnianPermutationSum.haf_finRange_eq_sum_perm' depends on axioms: [propext, Classical.choice, Quot.sound]
'HafnianPermutationSum.two_fields_iff_symm' depends on axioms: [propext, Classical.choice, Quot.sound]
```
